# In a contact model, electron–hole attraction favours the red side of a logarithmic saddle-point peak and quenches its centre

## Why would a constant attraction prefer red?

I take two photon energies near a saddle point of the transition energy between two bands of a two-dimensional crystal, one at a distance 1/e below the singularity and one at 1/e above, in units of the half-width of the region where the logarithm holds. Without electron–hole attraction the absorption is π at both. With a contact attraction of strength g = 1/π², the formula χ = χ₀/(1 − gχ₀) gives 8.94 below and 1.34 above.

The attraction is one number, the same at all energies, and the bare peak is symmetric. Where does the preference for the red side come from? And at the singularity itself, where the bare absorption diverges, the same formula seems to give no absorption at all. Is that really what it says?

## The real part has opposite signs on the two sides

Yes, it is. Your two points already show the mechanism: their bare absorptions agree, but the complex responses do not.

below: χ₀ = +π²/2 + iπ
above: χ₀ = −π²/2 + iπ

With g = 1/π² the denominator 1 − gχ₀ is 1/2 − i/π below and 3/2 − i/π above. The smaller denominator enhances the red side. The step in the real part, invisible in the bare absorption, supplies the asymmetry.

For the whole window, let w be the detuning from the singularity, scaled so that 0 < |w| < 1, and write χ₀ = a + iy with

a = −(π²/2) sign w
y = −π log|w| > 0

Then 1 − gχ₀ = (1 − ga) − igy. This is never zero: for g ≠ 0 its imaginary part is nonzero, and for g = 0 it equals 1. Multiplying numerator and denominator by the conjugate gives

Im χ = [agy + y(1 − ga)] / [(1 − ga)² + (gy)²] = y / [c² + (gy)²]

where c = 1 − ga. On the blue side (w > 0) c = 1 + gπ²/2, and on the red side (w < 0) c = 1 − gπ²/2.

**Asymmetry.** At mirror points y is the same, and the blue denominator exceeds the red one by

(1 + gπ²/2)² − (1 − gπ²/2)² = 2gπ² > 0

so the red absorption is larger for every g > 0.

**Centre.** Dropping c² from the denominator gives

0 < Im χ ≤ 1/(g²y)

As w → 0, y grows without limit and Im χ tends to zero. The diverging response appears once in the numerator and squared in the denominator.

**Heights.** For c > 0, expand (c − gy)² ≥ 0:

2cgy ≤ c² + (gy)²

Dividing by the positive quantity 2gc[c² + (gy)²] gives

y / [c² + (gy)²] ≤ 1/(2gc)

with equality exactly when y = c/g, that is, at |w| = exp(−c/(πg)), which lies inside the window. The maxima are therefore

red: 1/(2g(1 − gπ²/2))
blue: 1/(2g(1 + gπ²/2))

For your g these are π² ≈ 9.87 at w ≈ −0.21 and π²/3 ≈ 3.29 at w ≈ 0.009.

The red formula needs c > 0, which means g < 2/π². At g = 2/π² the red c vanishes and Im χ = 1/(g²y), which grows without bound as w → −1, where y → 0. That is the edge of the window, where a logarithmic approximation to real bands deserves the least trust.

## What the theorem says about the spectrum

In the Lean file below, `chi0` and `chi` are complex-valued functions of real arguments. The letter `w` is the scaled detuning, not the photon frequency, and absorption is the imaginary part, `(chi g w).im`, positive by convention. The number `g` is a dimensionless strength for an attraction that acts only when electron and hole are at the same place; positive `g` means attraction.

The main theorem, `saddle_point_spectrum`, assumes `0 < g` and `g < 2 / π ^ 2` and states four things:

- For every `w` between 0 and 1, the absorption at `-w` exceeds that at `w`.
- The absorption tends to 0 as `w` tends to 0 from either side. The filter `𝓝[≠] 0` leaves out the point itself, so the value Lean assigns to log 0 plays no role.
- The red height is the greatest element (`IsGreatest`) of the set of absorptions on `Ioo (-1) 0`, the open interval from −1 to 0. It is an upper bound and it is attained.
- The blue height is the greatest element in the same sense on `Ioo 0 1`.

The first two hold for every `g > 0`, as `red_gt_blue` and `dressed_vanishes` state separately. `critical_unbounded` says that at `g = 2/π²` the red absorption has no upper bound, so no finite red maximum exists at that value.

The form of χ₀ is postulated. The logarithm stands for the joint density of states at a two-dimensional saddle point, and causality attaches to it a step of height π² in the real part. That the step is centred on zero is a choice. A real crystal adds a background from the other transitions, and a constant real background b turns the 1 in c into 1 − gb, so that the red side wins only while gb < 1. The attraction in a real crystal also has a finite range. The step from this model to a material is the assumption that, within the window, the two singular terms and one constant `g` suffice. A Bethe–Salpeter calculation with a screened Coulomb attraction does not make this assumption, and its spectrum need not vanish at the singularity.

```lean
import Mathlib

open Real Filter Topology Set

namespace SaddlePointExciton

noncomputable section

/-- Bare response near a saddle point of the bands, as a function of the detuning `w` from the
singularity, for `0 < |w| < 1`: a step in the real part and a logarithm in the imaginary part. -/
def chi0 (w : ℝ) : ℂ :=
  -((π ^ 2 / 2 * Real.sign w : ℝ) : ℂ) - Complex.I * ((π * Real.log |w| : ℝ) : ℂ)

/-- Response with a contact electron-hole attraction of strength `g`. The quotient has its physical
meaning only where `1 - g * chi0 w` is nonzero; elsewhere Lean gives it the value 0. -/
def chi (g w : ℝ) : ℂ := chi0 w / (1 - (g : ℂ) * chi0 w)

/-- The real part of the bare response is a step at the saddle point. -/
theorem chi0_re (w : ℝ) : (chi0 w).re = -(π ^ 2 / 2 * Real.sign w) := by
  simp only [chi0, Complex.sub_re, Complex.neg_re, Complex.ofReal_re, Complex.mul_re,
    Complex.I_re, Complex.I_im, Complex.ofReal_im]
  ring

/-- The bare absorption is logarithmic in the distance from the saddle point. -/
theorem chi0_im (w : ℝ) : (chi0 w).im = π * (-Real.log |w|) := by
  simp only [chi0, Complex.sub_im, Complex.neg_im, Complex.ofReal_re, Complex.mul_im,
    Complex.I_re, Complex.I_im, Complex.ofReal_im]
  ring

/-- For `0 < |w| < 1` the denominator of the interacting response does not vanish, and the
absorption is the bare one divided by the squared modulus of that denominator. -/
theorem im_chi (g : ℝ) {w : ℝ} (h0 : 0 < |w|) (h1 : |w| < 1) :
    1 - (g : ℂ) * chi0 w ≠ 0 ∧
    (chi g w).im = (chi0 w).im /
      ((1 + g * (π ^ 2 / 2) * Real.sign w) ^ 2 + (g * (chi0 w).im) ^ 2) := by
  have hre : (1 - (g : ℂ) * chi0 w).re = 1 + g * (π ^ 2 / 2) * Real.sign w := by
    simp only [Complex.sub_re, Complex.one_re, Complex.mul_re, Complex.ofReal_re,
      Complex.ofReal_im, chi0_re]
    ring
  have him : (1 - (g : ℂ) * chi0 w).im = -(g * (chi0 w).im) := by
    simp only [Complex.sub_im, Complex.one_im, Complex.mul_im, Complex.ofReal_re,
      Complex.ofReal_im]
    ring
  constructor
  · intro h
    have hy : 0 < (chi0 w).im := by
      rw [chi0_im]
      exact mul_pos pi_pos (neg_pos.mpr (Real.log_neg h0 h1))
    rw [h, Complex.zero_im] at him
    rw [h, Complex.zero_re] at hre
    -- a vanishing imaginary part forces g = 0, and then the real part is 1
    have hg : g = 0 := (mul_eq_zero.mp (neg_eq_zero.mp him.symm)).resolve_right hy.ne'
    rw [hg] at hre
    linarith
  · have hN : Complex.normSq (1 - (g : ℂ) * chi0 w) =
        (1 + g * (π ^ 2 / 2) * Real.sign w) ^ 2 + (g * (chi0 w).im) ^ 2 := by
      rw [Complex.normSq_apply, hre, him]
      ring
    rw [chi, Complex.div_im, ← sub_div, hN, hre, him, chi0_re]
    congr 1
    ring

/-- Absorption at equal distance `0 < w < 1` above (blue) and below (red) the saddle point. -/
theorem im_chi_sides (g : ℝ) {w : ℝ} (h0 : 0 < w) (h1 : w < 1) :
    (chi g w).im = π * (-Real.log w) /
      ((1 + g * (π ^ 2 / 2)) ^ 2 + (g * (π * (-Real.log w))) ^ 2) ∧
    (chi g (-w)).im = π * (-Real.log w) /
      ((1 - g * (π ^ 2 / 2)) ^ 2 + (g * (π * (-Real.log w))) ^ 2) := by
  have ha : |w| = w := abs_of_pos h0
  have hb : |-w| = w := by rw [abs_neg, ha]
  constructor
  · rw [(im_chi g (by rwa [ha]) (by rwa [ha])).2, chi0_im, ha, Real.sign_of_pos h0, mul_one]
  · rw [(im_chi g (by rwa [hb]) (by rwa [hb])).2, chi0_im, hb,
      Real.sign_of_neg (neg_lt_zero.mpr h0), mul_neg_one, ← sub_eq_add_neg]

/-- For any attraction `g > 0` and any `0 < w < 1`, the absorption at `-w`, on the red side, is
stronger than at the mirror point `w` on the blue side. -/
theorem red_gt_blue {g w : ℝ} (hg : 0 < g) (h0 : 0 < w) (h1 : w < 1) :
    (chi g w).im < (chi g (-w)).im := by
  rw [(im_chi_sides g h0 h1).1, (im_chi_sides g h0 h1).2]
  have hy : 0 < π * (-Real.log w) := mul_pos pi_pos (neg_pos.mpr (Real.log_neg h0 h1))
  generalize π * (-Real.log w) = y at hy ⊢
  have hk : 0 < g * (π ^ 2 / 2) := by positivity
  have hgy : 0 < (g * y) ^ 2 := by positivity
  apply div_lt_div_of_pos_left hy
  · linarith [sq_nonneg (1 - g * (π ^ 2 / 2))]
  · nlinarith

/-- The bare absorption diverges at the saddle point. -/
theorem bare_diverges : Tendsto (fun w => (chi0 w).im) (𝓝[≠] 0) atTop := by
  simp only [chi0_im, Real.log_abs]
  exact (tendsto_neg_atBot_atTop.comp Real.tendsto_log_nhdsNE_zero).const_mul_atTop pi_pos

/-- For any attraction `g > 0` the absorption tends to zero at the saddle point. -/
theorem dressed_vanishes {g : ℝ} (hg : 0 < g) :
    Tendsto (fun w => (chi g w).im) (𝓝[≠] 0) (𝓝 0) := by
  have hev : ∀ᶠ w in 𝓝[≠] (0 : ℝ), 0 < |w| ∧ |w| < 1 := by
    filter_upwards [self_mem_nhdsWithin, mem_nhdsWithin_of_mem_nhds
      (Ioo_mem_nhds (by norm_num : (-1 : ℝ) < 0) (by norm_num : (0 : ℝ) < 1))] with w h1 h2
    exact ⟨abs_pos.mpr h1, abs_lt.mpr h2⟩
  have hlim : Tendsto (fun w => (g ^ 2 * (chi0 w).im)⁻¹) (𝓝[≠] 0) (𝓝 0) :=
    tendsto_inv_atTop_zero.comp (bare_diverges.const_mul_atTop (by positivity : 0 < g ^ 2))
  have hpos : ∀ w : ℝ, 0 < |w| ∧ |w| < 1 → 0 < (chi0 w).im := fun w h => by
    rw [chi0_im]
    exact mul_pos pi_pos (neg_pos.mpr (Real.log_neg h.1 h.2))
  -- squeeze between 0 and 1 / (g² Im chi0)
  refine squeeze_zero' ?_ ?_ hlim
  · filter_upwards [hev] with w h
    have hy := hpos w h
    rw [(im_chi g h.1 h.2).2]
    positivity
  · filter_upwards [hev] with w h
    have hy := hpos w h
    rw [(im_chi g h.1 h.2).2, inv_eq_one_div, div_le_div_iff₀ (by positivity) (by positivity)]
    nlinarith [sq_nonneg (1 + g * (π ^ 2 / 2) * Real.sign w)]

/-- For `g, c > 0` the profile `y / (c² + (g y)²)` is at most `1 / (2 g c)`, with equality
exactly at `y = c / g`. -/
theorem profile_max {g c : ℝ} (hg : 0 < g) (hc : 0 < c) (y : ℝ) :
    y / (c ^ 2 + (g * y) ^ 2) ≤ 1 / (2 * g * c) ∧
    (y / (c ^ 2 + (g * y) ^ 2) = 1 / (2 * g * c) ↔ y = c / g) := by
  have hD : 0 < c ^ 2 + (g * y) ^ 2 := by positivity
  have hE : 0 < 2 * g * c := by positivity
  constructor
  · rw [div_le_div_iff₀ hD hE]
    nlinarith [sq_nonneg (c - g * y)]
  · rw [div_eq_div_iff hD.ne' hE.ne', eq_div_iff hg.ne']
    constructor
    · intro h
      have h2 : (c - g * y) ^ 2 = 0 := by linear_combination -h
      have h3 : c - g * y = 0 := pow_eq_zero_iff two_ne_zero |>.mp h2
      linear_combination -h3
    · intro h
      linear_combination (-(y * g - c)) * h

/-- For `g, c > 0` the bare absorption `-π log w` equals `c / g` at `w = exp (-c / (π g))`,
a point of the window `0 < w < 1`. -/
theorem peak_position {g c : ℝ} (hg : 0 < g) (hc : 0 < c) :
    0 < exp (-(c / (π * g))) ∧ exp (-(c / (π * g))) < 1 ∧
    π * (-Real.log (exp (-(c / (π * g))))) = c / g := by
  have hp : 0 < c / (π * g) := by positivity
  refine ⟨exp_pos _, Real.exp_lt_one_iff.mpr (neg_lt_zero.mpr hp), ?_⟩
  rw [Real.log_exp, neg_neg]
  field_simp

/-- Saddle-point exciton spectrum for `0 < g < 2/π²`, in the window `0 < |w| < 1`: the absorption at
each red point exceeds that at its blue mirror point, the absorption tends to zero at the saddle
point, and the maxima over the red side (upper sign) and the blue side (lower sign) of the window
are `1 / (2g(1 ∓ gπ²/2))`. -/
theorem saddle_point_spectrum {g : ℝ} (hg : 0 < g) (hg2 : g < 2 / π ^ 2) :
    (∀ w, 0 < w → w < 1 → (chi g w).im < (chi g (-w)).im) ∧
    Tendsto (fun w => (chi g w).im) (𝓝[≠] 0) (𝓝 0) ∧
    IsGreatest ((fun w => (chi g w).im) '' Ioo (-1) 0) (1 / (2 * g * (1 - g * (π ^ 2 / 2)))) ∧
    IsGreatest ((fun w => (chi g w).im) '' Ioo 0 1) (1 / (2 * g * (1 + g * (π ^ 2 / 2)))) := by
  have hr : 0 < 1 - g * (π ^ 2 / 2) := by
    rw [lt_div_iff₀ (by positivity)] at hg2
    linarith
  have hb : 0 < 1 + g * (π ^ 2 / 2) := by positivity
  refine ⟨fun w h0 h1 => red_gt_blue hg h0 h1, dressed_vanishes hg, ⟨?_, ?_⟩, ⟨?_, ?_⟩⟩
  · obtain ⟨p0, p1, p2⟩ := peak_position hg hr
    refine ⟨_, ⟨neg_lt_neg p1, neg_lt_zero.mpr p0⟩, ?_⟩
    exact (im_chi_sides g p0 p1).2.trans ((profile_max hg hr _).2.mpr p2)
  · rintro _ ⟨w, ⟨h1, h0⟩, rfl⟩
    have h := (im_chi_sides g (neg_pos.mpr h0) (by linarith : -w < 1)).2
    rw [neg_neg] at h
    exact h.trans_le (profile_max hg hr _).1
  · obtain ⟨p0, p1, p2⟩ := peak_position hg hb
    refine ⟨_, ⟨p0, p1⟩, ?_⟩
    exact (im_chi_sides g p0 p1).1.trans ((profile_max hg hb _).2.mpr p2)
  · rintro _ ⟨w, ⟨h0, h1⟩, rfl⟩
    exact (im_chi_sides g h0 h1).1.trans_le (profile_max hg hb _).1

/-- At the critical attraction `g = 2/π²` the absorption on the red side of the window,
`-1 < w < 0`, has no upper bound. -/
theorem critical_unbounded :
    ¬ BddAbove ((fun w => (chi (2 / π ^ 2) w).im) '' Ioo (-1) 0) := by
  have hπ : π ≠ 0 := pi_ne_zero
  -- at w = -exp (-t) the absorption is π³ / (4 t)
  have hv : ∀ t : ℝ, 0 < t → (chi (2 / π ^ 2) (-exp (-t))).im = π ^ 3 / (4 * t) := by
    intro t ht
    have e1 : 2 / π ^ 2 * (π ^ 2 / 2) = 1 := by field_simp
    have e2 : (2 / π ^ 2 * (π * t)) ^ 2 = 4 * t ^ 2 / π ^ 2 := by
      have e3 : 2 / π ^ 2 * (π * t) = 2 * t / π := by field_simp
      rw [e3]
      ring
    rw [(im_chi_sides _ (exp_pos _) (Real.exp_lt_one_iff.mpr (neg_lt_zero.mpr ht))).2,
      Real.log_exp, neg_neg, e1, e2, sub_self, zero_pow two_ne_zero, zero_add]
    field_simp
  rintro ⟨B, hB⟩
  have hb : 0 < |B| + 1 := by positivity
  have ht : 0 < π ^ 3 / (4 * (|B| + 1)) := by positivity
  have h : (chi (2 / π ^ 2) (-exp (-(π ^ 3 / (4 * (|B| + 1)))))).im ≤ B :=
    hB ⟨_, ⟨neg_lt_neg (Real.exp_lt_one_iff.mpr (neg_lt_zero.mpr ht)),
      neg_lt_zero.mpr (exp_pos _)⟩, rfl⟩
  have e : π ^ 3 / (4 * (π ^ 3 / (4 * (|B| + 1)))) = |B| + 1 := by field_simp
  rw [hv _ ht, e] at h
  linarith [le_abs_self B]

end

end SaddlePointExciton
```

```lean
#print axioms SaddlePointExciton.saddle_point_spectrum
#print axioms SaddlePointExciton.critical_unbounded
```

```
'SaddlePointExciton.saddle_point_spectrum' depends on axioms: [propext, Classical.choice, Quot.sound]
'SaddlePointExciton.critical_unbounded' depends on axioms: [propext, Classical.choice, Quot.sound]
```

## From the complex quotient to one square

`chi0_re` and `chi0_im` read off a and y. `im_chi` then does the division. Its first half shows that the denominator is nonzero: if it vanished, its imaginary part would force g = 0, and its real part would then be 1. Its second half computes the squared modulus of the denominator and applies `Complex.div_im`; the closing `ring` is the cancellation of agy in the numerator. `im_chi_sides` specialises the formula to the mirror points w and −w, where the sign function becomes +1 and −1.

In `red_gt_blue`, `generalize` replaces −π log w by a positive number `y`, since nothing else about the logarithm matters there. What remains is the comparison of two fractions with equal numerators, which reduces to the comparison of their denominators.

`bare_diverges` proves that y → ∞ at the singularity. `dressed_vanishes` uses it to squeeze the absorption between 0 and 1/(g²y), with `squeeze_zero'` working on the detunings close enough to zero to lie in the window.

`profile_max` contains the completed square. For the inequality, the fractions are cross-multiplied and `nlinarith` receives (c − gy)² ≥ 0. For the equality case, the cross-multiplied equation is rearranged into (c − gy)² = 0, hence y = c/g. `peak_position` checks that exp(−c/(πg)) lies between 0 and 1 and produces this value of y.

The main theorem puts these together, once with the red c and once with the blue. On each side `peak_position` supplies a point where the height is reached, and `profile_max` bounds every other point. The upper limit on `g` enters only in showing that the red c is positive.

For `critical_unbounded`, the absorption at w = −exp(−t) is π³/(4t) for t > 0. Given a supposed bound B, the choice t = π³/(4(|B| + 1)) makes the absorption |B| + 1, which is larger than B.

## The same division on a frequency grid

If the attraction couples all pairs of transitions with the same strength, and all transitions have the same optical matrix element, one sums the interband transitions over the k-points to get the complex χ₀ at each frequency and then divides it by 1 − gχ₀, frequency by frequency. With a general Bethe–Salpeter kernel the division becomes a matrix inversion or a diagonalisation in the space of transitions.

Such sums carry a broadening η, which changes the centre of the spectrum. Replacing the logarithm by log(w + iη), with the constant chosen so that the step stays symmetric, gives χ₀ = iπL at w = 0, where L = log(1/η), and so

Im χ(0) = πL / [1 + (gπL)²]

For g = 1/π² and η = 0.01 this is about 4.6, which is higher than the unbroadened blue maximum of 3.29. The blue maximum lies only 0.009 from the singularity, so this broadening smears it together with the dip. The zero at the centre belongs to the limit η → 0, and because L grows only logarithmically, it is approached very slowly.
